# The Hylleraas-Undheim-MacDonald theorem and eigenvalue interlacing in finite dimension

## Definitions and conventions

H is an n×n complex Hermitian matrix, the Hamiltonian. Its eigenvalues, counted with multiplicity and numbered from zero, are E₀ ≤ E₁ ≤ … ≤ Eₙ₋₁, so E₀ is the ground level. A trial basis is an n×m matrix V whose columns are orthonormal, V†V = 1, where † is the conjugate transpose. The Ritz matrix is V†HV. It is Hermitian, and its sorted eigenvalues F₀ ≤ … ≤ Fₘ₋₁ are the Ritz levels. For amplitudes c on real levels E,

ε_E(c) = Σₗ Eₗ|cₗ|² = c† diag(E) c,  w(c) = Σₗ |cₗ|².

## The claim

One has m ≤ n and, for all k < m and i < n,

Eᵢ ≤ Fₖ if i ≤ k,  Fₖ ≤ Eᵢ if k + n ≤ i + m.

The case i = k is the Hylleraas-Undheim-MacDonald bound Eₖ ≤ Fₖ. The named theorem is stated for Hamiltonian operators on an infinite-dimensional space and for trial functions that may have an overlap matrix; here H is a finite matrix and the basis is orthonormal. In electronic structure the result applies when H is the full configuration-interaction matrix in a finite orthonormal set of determinants: each root of a truncated expansion bounds the root of the same index from above, excited roots included.

With the Ritz levels defined as the eigenvalues of V†HV alone, orthonormality cannot be dropped. For n = m = 1, H = (−1) and V = (2), the Ritz matrix is (−4), below the exact level.

## Derivation by hand

If m > n, the n equations Vc = 0 have a solution c ≠ 0, and then c = V†Vc = 0, a contradiction. Hence m ≤ n.

Diagonalise both matrices with eigenvectors in increasing order of energy:

HU = U diag(E),  (V†HV)W = W diag(F),

with U and W unitary. The n×m matrix T = U†VW expands the Ritz vectors, the columns of VW, in the exact eigenvectors. With UU† = 1 and U diag(E) U† = H,

T†T = W†V†(UU†)VW = W†W = 1,

T† diag(E) T = W†(V†HV)W = diag(F).

Taking both identities between c† and c gives, for every c with m components,

w(c) = w(Tc),  ε_F(c) = ε_E(Tc).

Let i ≤ k. Require cⱼ = 0 for j > k, which is m − 1 − k conditions, and (Tc)ₗ = 0 for l < i, which is i conditions. The total m − 1 − k + i is less than m, so a solution c ≠ 0 exists. This state occupies only exact levels at or above Eᵢ and only Ritz levels at or below Fₖ:

Eᵢ w(c) = Eᵢ w(Tc) ≤ ε_E(Tc) = ε_F(c) ≤ Fₖ w(c).

Division by w(c) > 0 gives Eᵢ ≤ Fₖ.

Let k + n ≤ i + m. Require cⱼ = 0 for j < k and (Tc)ₗ = 0 for l > i. The count k + (n − 1 − i) is again less than m, and

Fₖ w(c) ≤ ε_F(c) = ε_E(Tc) ≤ Eᵢ w(c).

For m = n and i = k both inequalities apply, so Fₖ = Eₖ.

A smaller basis inside the span of V has the form VP with P an m×p matrix and P†P = 1. Since

(VP)†H(VP) = P†(V†HV)P,

its levels Gₖ are Ritz levels of V†HV in the basis P. The bound applied twice gives Eₖ ≤ Fₖ ≤ Gₖ for k < p.

## The formal development

### Objects

In Lean 4 with Mathlib:

```lean
import Mathlib

open Matrix

namespace HylleraasUndheimMacDonald

noncomputable section

variable {n m : ℕ}
```

Indices run over `Fin n` and `Fin m`, which start at zero, and `Vᴴ` is V†. The definition `ritz` places no condition on V; where orthonormality is needed, it enters as the hypothesis `Vᴴ * V = 1`.

```lean
/-- The Ritz matrix `V* H V`: the Hamiltonian `H` represented in the trial basis formed by the
columns of `V`. -/
def ritz (H : Matrix (Fin n) (Fin n) ℂ) (V : Matrix (Fin n) (Fin m) ℂ) :
    Matrix (Fin m) (Fin m) ℂ :=
  Vᴴ * H * V
```

`level hH k` is Eₖ. Mathlib supplies the n real eigenvalues, with repetition, and `Tuple.sort` is the permutation that puts them in increasing order. The argument `hH` is the proof that H is Hermitian.

```lean
/-- The `k`-th smallest eigenvalue (counting from zero, with multiplicity) of a Hermitian
matrix. -/
def level {H : Matrix (Fin n) (Fin n) ℂ} (hH : H.IsHermitian) (k : Fin n) : ℝ :=
  hH.eigenvalues (Tuple.sort hH.eigenvalues k)
```

The next three definitions are diag(E), ε_E(c) and w(c), with `Complex.normSq` for |·|².

```lean
/-- The diagonal Hamiltonian with real energies `E` on its diagonal. -/
def energyMatrix (E : Fin n → ℝ) : Matrix (Fin n) (Fin n) ℂ :=
  diagonal fun i => (E i : ℂ)

/-- The unnormalised energy `∑ Eᵢ |cᵢ|²` of a state with amplitudes `c` on levels `E`. -/
def energy (E : Fin n → ℝ) (c : Fin n → ℂ) : ℝ :=
  ∑ i, E i * Complex.normSq (c i)

/-- The squared norm `∑ |cᵢ|²` of a state with amplitudes `c`. -/
def weight (c : Fin n → ℂ) : ℝ :=
  ∑ i, Complex.normSq (c i)
```

Ritz levels are defined through `level`, which needs V†HV to be Hermitian. This follows from (V†HV)† = V†H†V for any V.

```lean
/-- The Ritz matrix of a Hermitian Hamiltonian is Hermitian. -/
theorem ritz_isHermitian {H : Matrix (Fin n) (Fin n) ℂ} (hH : H.IsHermitian)
    (V : Matrix (Fin n) (Fin m) ℂ) : (ritz H V).IsHermitian := by
  show (Vᴴ * H * V)ᴴ = Vᴴ * H * V
  rw [conjTranspose_mul, conjTranspose_mul, conjTranspose_conjTranspose, hH.eq,
    Matrix.mul_assoc]
```

### Lemmas

`level_spec` is the diagonalisation step: the levels are monotone in the index, and some U satisfies U†U = 1 and HU = U diag(E). The proof takes Mathlib's unitary eigenvector matrix and permutes its columns by the sorting permutation. Later proofs use `level` through these two properties.

```lean
/-- The levels are non-decreasing in their index, and there is an orthonormal set of eigenvectors
(the columns of `U`) whose `k`-th member has the `k`-th level as its energy. -/
theorem level_spec {H : Matrix (Fin n) (Fin n) ℂ} (hH : H.IsHermitian) :
    Monotone (level hH) ∧
      ∃ U : Matrix (Fin n) (Fin n) ℂ, Uᴴ * U = 1 ∧ H * U = U * energyMatrix (level hH) := by
  refine ⟨Tuple.monotone_sort hH.eigenvalues, ?_⟩
  -- the unsorted eigenvector matrix
  obtain ⟨W, hW, hHW⟩ : ∃ W : Matrix (Fin n) (Fin n) ℂ,
      Wᴴ * W = 1 ∧ H * W = W * energyMatrix hH.eigenvalues := by
    refine ⟨(hH.eigenvectorUnitary : Matrix (Fin n) (Fin n) ℂ),
      Matrix.mem_unitaryGroup_iff'.1 hH.eigenvectorUnitary.2, ?_⟩
    ext i j
    have h := congrFun (hH.mulVec_eigenvectorBasis j) i
    unfold energyMatrix
    rw [Matrix.mul_diagonal, Matrix.mul_apply]
    simp only [Matrix.mulVec, dotProduct, Pi.smul_apply] at h
    try simp only [Matrix.IsHermitian.eigenvectorUnitary_apply]
    refine h.trans ?_
    exact mul_comm (hH.eigenvalues j : ℂ) _
  -- permute its columns into increasing order of energy
  refine ⟨W.submatrix id (Tuple.sort hH.eigenvalues), ?_, ?_⟩
  · ext i j
    have h := congrFun (congrFun hW (Tuple.sort hH.eigenvalues i)) (Tuple.sort hH.eigenvalues j)
    simp only [Matrix.mul_apply, conjTranspose_apply, submatrix_apply, id, Matrix.one_apply,
      EmbeddingLike.apply_eq_iff_eq] at h ⊢
    exact h
  · ext i j
    have h := congrFun (congrFun hHW i) (Tuple.sort hH.eigenvalues j)
    unfold energyMatrix at h ⊢
    rw [Matrix.mul_diagonal, Matrix.mul_apply] at h ⊢
    exact h
```

`energy_transfer` is ε_F(c) = ε_E(Tc). The inner step `hq` identifies c† diag(G) c with ε_G(c), and the last rewrite moves T† across the scalar product.

```lean
/-- If `T* diag(E) T = diag(F)`, the energy of amplitudes `c` on the levels `F` equals the
energy of the amplitudes `T c` on the levels `E`. -/
theorem energy_transfer {E : Fin n → ℝ} {F : Fin m → ℝ} {T : Matrix (Fin n) (Fin m) ℂ}
    (hTE : ritz (energyMatrix E) T = energyMatrix F) (c : Fin m → ℂ) :
    energy F c = energy E (T *ᵥ c) := by
  -- the energy is the expectation value of the diagonal Hamiltonian
  have hq : ∀ {p : ℕ} (G : Fin p → ℝ) (x : Fin p → ℂ),
      star x ⬝ᵥ (energyMatrix G *ᵥ x) = (energy G x : ℂ) := by
    intro p G x
    unfold energyMatrix energy
    simp only [dotProduct, mulVec_diagonal, Pi.star_apply]
    rw [Complex.ofReal_sum]
    refine Finset.sum_congr rfl fun i _ => ?_
    rw [Complex.ofReal_mul, Complex.normSq_eq_conj_mul_self]
    show (starRingEnd ℂ) (x i) * ((G i : ℂ) * x i) = _
    ring
  apply Complex.ofReal_injective
  rw [← hq F c, ← hq E (T *ᵥ c), ← hTE]
  unfold ritz
  rw [star_mulVec, ← mulVec_mulVec, ← mulVec_mulVec, dotProduct_mulVec (star c) Tᴴ]
```

`energy_bounds` compares the sums term by term. An unoccupied level contributes zero to both sides, so only occupied levels need to satisfy the bound `a`.

```lean
/-- If every occupied level lies at or above `a`, the energy is at least `a` times the squared norm;
if every occupied level lies at or below `a`, it is at most that. -/
theorem energy_bounds (E : Fin n → ℝ) (c : Fin n → ℂ) (a : ℝ) :
    ((∀ l, c l ≠ 0 → a ≤ E l) → a * weight c ≤ energy E c) ∧
      ((∀ l, c l ≠ 0 → E l ≤ a) → energy E c ≤ a * weight c) := by
  constructor
  all_goals
    intro h
    unfold weight energy
    rw [Finset.mul_sum]
    refine Finset.sum_le_sum fun l _ => ?_
    by_cases hl : c l = 0
    · simp [hl]
    · exact mul_le_mul_of_nonneg_right (h l hl) (Complex.normSq_nonneg _)
```

`exists_trial_vector` is the dimension count. The constraints are collected in one linear map `L` into a space of dimension `Z.card + R.card`. If no nonzero solution existed, `L` would be injective, forcing m to be at most that dimension.

```lean
/-- With fewer than `m` constraints in all, there is a nonzero vector `c` of `m` amplitudes
that vanishes on the index set `Z` while `T c` vanishes on the index set `R`. -/
theorem exists_trial_vector (T : Matrix (Fin n) (Fin m) ℂ) (Z : Finset (Fin m))
    (R : Finset (Fin n)) (h : Z.card + R.card < m) :
    ∃ c : Fin m → ℂ, c ≠ 0 ∧ (∀ j ∈ Z, c j = 0) ∧ ∀ i ∈ R, (T *ᵥ c) i = 0 := by
  -- the constraints as one linear map, which cannot be injective
  let L : (Fin m → ℂ) →ₗ[ℂ] (↥Z → ℂ) × (↥R → ℂ) :=
    { toFun := fun c => (fun j => c j.1, fun i => (T *ᵥ c) i.1)
      map_add' := fun a b => by ext <;> simp [Matrix.mulVec_add]
      map_smul' := fun a b => by ext <;> simp [Matrix.mulVec_smul] }
  by_contra hne
  have hinj : Function.Injective L := by
    rw [injective_iff_map_eq_zero]
    intro c hc
    by_contra hc0
    exact hne ⟨c, hc0, fun j hj => congrFun (congrArg Prod.fst hc) ⟨j, hj⟩,
      fun i hi => congrFun (congrArg Prod.snd hc) ⟨i, hi⟩⟩
  have hdim := LinearMap.finrank_le_finrank_of_injective hinj
  simp only [Module.finrank_prod, Module.finrank_fintype_fun_eq_card, Fintype.card_coe,
    Fintype.card_fin] at hdim
  omega
```

With `Z` empty and `R` all n rows, this gives m ≤ n as in the first step by hand.

```lean
/-- An orthonormal trial basis in an `n`-dimensional space has at most `n` members. -/
theorem basis_size_le {V : Matrix (Fin n) (Fin m) ℂ} (hV : Vᴴ * V = 1) : m ≤ n := by
  by_contra h
  obtain ⟨c, hc, -, hR⟩ := exists_trial_vector V ∅ Finset.univ (by
    rw [Finset.card_empty, Finset.card_univ, Fintype.card_fin]
    omega)
  have h0 : V *ᵥ c = 0 := funext fun i => hR i (Finset.mem_univ i)
  apply hc
  rw [← one_mulVec c, ← hV, ← mulVec_mulVec, h0, mulVec_zero]
```

`interlace_diagonal` contains the core argument. `hnorm` obtains w(c) = w(Tc) from `energy_transfer` with all energies set to one, and `hpos` gives w(c) > 0. The first branch chooses `Finset.Ioi k` and `Finset.Iio i` as constraint sets, the second `Finset.Iio k` and `Finset.Ioi i`. In each, `h1` and `h2` are the two halves of the chain of inequalities, and `le_of_mul_le_mul_right` cancels w(c).

```lean
/-- Interlacing in the eigenbases: if `T* T = 1` and `T* diag(E) T = diag(F)` with non-decreasing
`E` and `F`, then `E i ≤ F k` for `i ≤ k`, and `F k ≤ E i` for `k + n ≤ i + m`. -/
theorem interlace_diagonal {E : Fin n → ℝ} {F : Fin m → ℝ} (hE : Monotone E) (hF : Monotone F)
    {T : Matrix (Fin n) (Fin m) ℂ} (hT : Tᴴ * T = 1)
    (hTE : ritz (energyMatrix E) T = energyMatrix F) (k : Fin m) (i : Fin n) :
    (i.val ≤ k.val → E i ≤ F k) ∧ (k.val + n ≤ i.val + m → F k ≤ E i) := by
  have hnorm : ∀ c : Fin m → ℂ, weight c = weight (T *ᵥ c) := by
    intro c
    have h1 : ritz (energyMatrix fun _ : Fin n => (1 : ℝ)) T
        = energyMatrix fun _ : Fin m => (1 : ℝ) := by
      simp [ritz, energyMatrix, hT]
    have h2 := energy_transfer h1 c
    simp only [energy, one_mul] at h2
    exact h2
  have hpos : ∀ c : Fin m → ℂ, c ≠ 0 → 0 < weight c := by
    intro c hc
    obtain ⟨j, hj⟩ := Function.ne_iff.1 hc
    unfold weight
    exact Finset.sum_pos' (fun l _ => Complex.normSq_nonneg _)
      ⟨j, Finset.mem_univ _, Complex.normSq_pos.2 hj⟩
  have hk := k.isLt
  have hi := i.isLt
  constructor
  · -- a state built from Ritz levels `≤ k` with no amplitude on exact levels `< i`
    intro hik
    obtain ⟨c, hc, hZ, hR⟩ := exists_trial_vector T (Finset.Ioi k) (Finset.Iio i) (by
      rw [Fin.card_Ioi, Fin.card_Iio]
      omega)
    have h1 := (energy_bounds E (T *ᵥ c) (E i)).1 fun l hl =>
      hE (not_lt.1 fun h => hl (hR l (Finset.mem_Iio.2 h)))
    have h2 := (energy_bounds F c (F k)).2 fun l hl =>
      hF (not_lt.1 fun h => hl (hZ l (Finset.mem_Ioi.2 h)))
    rw [← hnorm c, ← energy_transfer hTE c] at h1
    exact le_of_mul_le_mul_right (h1.trans h2) (hpos c hc)
  · -- a state built from Ritz levels `≥ k` with no amplitude on exact levels `> i`
    intro hik
    obtain ⟨c, hc, hZ, hR⟩ := exists_trial_vector T (Finset.Iio k) (Finset.Ioi i) (by
      rw [Fin.card_Ioi, Fin.card_Iio]
      omega)
    have h1 := (energy_bounds F c (F k)).1 fun l hl =>
      hF (not_lt.1 fun h => hl (hZ l (Finset.mem_Iio.2 h)))
    have h2 := (energy_bounds E (T *ᵥ c) (E i)).2 fun l hl =>
      hE (not_lt.1 fun h => hl (hR l (Finset.mem_Ioi.2 h)))
    rw [← hnorm c, ← energy_transfer hTE c] at h2
    exact le_of_mul_le_mul_right (h1.trans h2) (hpos c hc)
```

### Theorems

`interlacing` states both inequalities for Hermitian H, orthonormal V, any Ritz index `k` and any exact index `i`. The upper condition is written `k.val + n ≤ i.val + m`, without subtraction. The facts `hT` and `hTE` are the two identities for T = U†VW.

```lean
/-- Cauchy interlacing: for an orthonormal trial basis of `m` vectors in dimension `n`, the
`k`-th Ritz level is at least each exact level with `i ≤ k` and at most each one with `k + n ≤ i + m`. -/
theorem interlacing {H : Matrix (Fin n) (Fin n) ℂ} (hH : H.IsHermitian)
    {V : Matrix (Fin n) (Fin m) ℂ} (hV : Vᴴ * V = 1) (k : Fin m) (i : Fin n) :
    (i.val ≤ k.val → level hH i ≤ level (ritz_isHermitian hH V) k) ∧
      (k.val + n ≤ i.val + m → level (ritz_isHermitian hH V) k ≤ level hH i) := by
  obtain ⟨hE, U, hU, hHU⟩ := level_spec hH
  obtain ⟨hF, W, hW, hAW⟩ := level_spec (ritz_isHermitian hH V)
  have hU' : U * Uᴴ = 1 := _root_.mul_eq_one_comm.1 hU
  have hH' : U * energyMatrix (level hH) * Uᴴ = H := by
    rw [← hHU, Matrix.mul_assoc, hU', Matrix.mul_one]
  -- `U* V W` expands the Ritz vectors in the exact eigenvectors
  have hT : (Uᴴ * V * W)ᴴ * (Uᴴ * V * W) = 1 :=
    calc (Uᴴ * V * W)ᴴ * (Uᴴ * V * W) = Wᴴ * (Vᴴ * (U * Uᴴ) * V) * W := by
          simp only [conjTranspose_mul, conjTranspose_conjTranspose, Matrix.mul_assoc]
      _ = 1 := by rw [hU', Matrix.mul_one, hV, Matrix.mul_one, hW]
  have hTE : ritz (energyMatrix (level hH)) (Uᴴ * V * W)
      = energyMatrix (level (ritz_isHermitian hH V)) :=
    calc ritz (energyMatrix (level hH)) (Uᴴ * V * W)
        = Wᴴ * (Vᴴ * (U * energyMatrix (level hH) * Uᴴ) * V) * W := by
          simp only [ritz, conjTranspose_mul, conjTranspose_conjTranspose, Matrix.mul_assoc]
      _ = Wᴴ * (ritz H V * W) := by
          rw [hH']
          exact Matrix.mul_assoc _ _ _
      _ = energyMatrix (level (ritz_isHermitian hH V)) := by
          rw [hAW, ← Matrix.mul_assoc, hW, Matrix.one_mul]
  exact interlace_diagonal hE hF hT hTE k i
```

The main theorem sets i = k. `Fin.castLE (basis_size_le hV) k` reads the index k < m as an index below n with the same value. The inequality is not strict, degenerate levels are allowed, and nothing is said about eigenvectors or about the size of Fₖ − Eₖ.

```lean
/-- Finite-dimensional form of the Hylleraas-Undheim-MacDonald theorem: for a Hamiltonian given by an `n × n` Hermitian matrix and an orthonormal trial basis, the `k`-th smallest
eigenvalue of the Ritz matrix is at least the `k`-th smallest eigenvalue of the Hamiltonian. -/
theorem hylleraas_undheim_macdonald {H : Matrix (Fin n) (Fin n) ℂ} (hH : H.IsHermitian)
    {V : Matrix (Fin n) (Fin m) ℂ} (hV : Vᴴ * V = 1) (k : Fin m) :
    level hH (Fin.castLE (basis_size_le hV) k) ≤ level (ritz_isHermitian hH V) k :=
  (interlacing hH hV k (Fin.castLE (basis_size_le hV) k)).1 le_rfl
```

`enlarging_basis` is Eₖ ≤ Fₖ ≤ Gₖ for k < p. Nesting is encoded by writing the small basis as `V * P`; bases that are not nested are not compared. The step `hr` is the identity (VP)†H(VP) = P†(V†HV)P, and `key` says that equal matrices have equal levels.

```lean
/-- Enlarging the basis: with an orthonormal basis `V` and the smaller basis `V P`, `P* P = 1`,
the `k`-th Ritz level of `V` lies between the exact `k`-th level and that of `V P`. -/
theorem enlarging_basis {p : ℕ} {H : Matrix (Fin n) (Fin n) ℂ} (hH : H.IsHermitian)
    {V : Matrix (Fin n) (Fin m) ℂ} (hV : Vᴴ * V = 1)
    {P : Matrix (Fin m) (Fin p) ℂ} (hP : Pᴴ * P = 1) (k : Fin p) :
    level hH (Fin.castLE (basis_size_le hV) (Fin.castLE (basis_size_le hP) k))
        ≤ level (ritz_isHermitian hH V) (Fin.castLE (basis_size_le hP) k) ∧
      level (ritz_isHermitian hH V) (Fin.castLE (basis_size_le hP) k)
        ≤ level (ritz_isHermitian hH (V * P)) k := by
  refine ⟨hylleraas_undheim_macdonald hH hV _, ?_⟩
  have key : ∀ (A B : Matrix (Fin p) (Fin p) ℂ) (hA : A.IsHermitian) (hB : B.IsHermitian),
      A = B → level hA = level hB := by
    intro A B hA hB h
    subst h
    rfl
  -- the small Ritz matrix is itself a Ritz matrix of the large one
  have hr : ritz H (V * P) = ritz (ritz H V) P := by
    simp only [ritz, conjTranspose_mul, Matrix.mul_assoc]
  rw [key _ _ (ritz_isHermitian hH (V * P)) (ritz_isHermitian (ritz_isHermitian hH V) P) hr]
  exact hylleraas_undheim_macdonald (ritz_isHermitian hH V) hP k
```

For a square V the two halves of `interlacing` at i = k give equality of all levels. This concerns a basis that spans the finite space and is not a convergence statement for a sequence of bases.

```lean
/-- With a complete orthonormal basis every Ritz level equals the exact level. -/
theorem complete_basis {H : Matrix (Fin n) (Fin n) ℂ} (hH : H.IsHermitian)
    {V : Matrix (Fin n) (Fin n) ℂ} (hV : Vᴴ * V = 1) :
    level (ritz_isHermitian hH V) = level hH := by
  funext k
  exact le_antisymm ((interlacing hH hV k k).2 le_rfl) ((interlacing hH hV k k).1 le_rfl)
```

### A three-site chain

The example is an open chain with unit hopping, the basis of its first two sites, and the selection of the first of these.

```lean
/-- The hopping Hamiltonian of an open chain of three sites. -/
def chain : Matrix (Fin 3) (Fin 3) ℂ := !![0, 1, 0; 1, 0, 1; 0, 1, 0]

/-- The trial basis made of the first two sites of the chain. -/
def twoSites : Matrix (Fin 3) (Fin 2) ℂ := !![1, 0; 0, 1; 0, 0]

/-- The selection of the first of two basis vectors. -/
def firstSite : Matrix (Fin 2) (Fin 1) ℂ := !![1; 0]
```

The last theorem checks, entry by entry, the three hypotheses of `enlarging_basis` for these matrices and computes the two-site Ritz matrix. The eigenvalues are evaluated by hand only, with no formal proof: the chain has −√2, 0, √2, the dimer has −1, 1 and the single site has 0. The ground levels obey −√2 ≤ −1 ≤ 0, and the upper dimer level lies between 0 and √2.

```lean
/-- The three-site chain is Hermitian, the two-site basis and the one-site selection are
orthonormal, and the two-site Ritz matrix is the hopping matrix of a dimer. -/
theorem enlarging_basis_witness :
    chain.IsHermitian ∧ twoSitesᴴ * twoSites = 1 ∧ firstSiteᴴ * firstSite = 1 ∧
      ritz chain twoSites = !![0, 1; 1, 0] := by
  refine ⟨?_, ?_, ?_, ?_⟩
  · show chainᴴ = chain
    ext i j
    fin_cases i <;> fin_cases j <;> simp [chain, conjTranspose_apply]
  · ext i j
    fin_cases i <;> fin_cases j <;>
      simp [twoSites, Matrix.mul_apply, conjTranspose_apply, Fin.sum_univ_three]
  · ext i j
    fin_cases i
    fin_cases j
    simp [firstSite, Matrix.mul_apply, conjTranspose_apply, Fin.sum_univ_two]
  · ext i j
    fin_cases i <;> fin_cases j <;>
      simp [ritz, chain, twoSites, Matrix.mul_apply, conjTranspose_apply, Fin.sum_univ_three]

end

end HylleraasUndheimMacDonald
```

```lean
#print axioms HylleraasUndheimMacDonald.hylleraas_undheim_macdonald
-- 'HylleraasUndheimMacDonald.hylleraas_undheim_macdonald' depends on axioms: [propext, Classical.choice, Quot.sound]
#print axioms HylleraasUndheimMacDonald.enlarging_basis
-- 'HylleraasUndheimMacDonald.enlarging_basis' depends on axioms: [propext, Classical.choice, Quot.sound]
#print axioms HylleraasUndheimMacDonald.complete_basis
-- 'HylleraasUndheimMacDonald.complete_basis' depends on axioms: [propext, Classical.choice, Quot.sound]
```
